# The paired levels ±σ of a bipartite Hamiltonian with equal sublattices

The theorem `bipartite_levels` concerns a finite, non-interacting model with two sublattices of equal size, whose one-particle Hamiltonian has only the blocks `Q` and `Qᴴ` between the sublattices and zero blocks within them. If unitary matrices `A` and `B` satisfy `Q * B = A * diagonal σ` with real σ, then the roots of the Hamiltonian's characteristic polynomial, counted with multiplicity, are the numbers σₖ together with the numbers −σₖ. The proof puts the bonding and antibonding combinations of the columns of `A` and `B` into a matrix `V`, gives its inverse `W`, and shows that `V` brings the Hamiltonian to a diagonal form `D`. The characteristic polynomial is then that of `D`, whose roots are its diagonal entries.

Lean 4 with Mathlib refuses this proof:

```lean
import Mathlib

open Matrix

namespace PeierlsRing

noncomputable section

/-- The eigenvalues of a diagonal matrix, with multiplicity, are its diagonal entries. -/
theorem diagonal_levels {m : Type*} [Fintype m] [DecidableEq m] (v : m → ℂ) :
    (diagonal v).charpoly.roots = Finset.univ.val.map v := by
  have h : charmatrix (diagonal v) =
      diagonal fun i => Polynomial.X - Polynomial.C (v i) := by
    refine Matrix.ext fun i j => ?_
    by_cases hij : i = j
    · subst hij
      simp [charmatrix_apply_eq]
    · simp [charmatrix_apply_ne _ _ _ hij, diagonal_apply_ne _ hij]
  have e : ∏ i, (Polynomial.X - Polynomial.C (v i)) =
      ((Finset.univ.val.map v).map fun a => Polynomial.X - Polynomial.C a).prod := by
    rw [Multiset.map_map]
    rfl
  rw [Matrix.charpoly, h, det_diagonal, e, Polynomial.roots_multiset_prod_X_sub_C]

/-- If unitary matrices `A`, `B` bring the intersublattice block `Q` to the real diagonal form
`σ`, the levels of the bipartite Hamiltonian are `σ` and `-σ`. -/
theorem bipartite_levels {m : Type*} [Fintype m] [DecidableEq m] (Q A B : Matrix m m ℂ)
    (σ : m → ℝ) (hA : Aᴴ * A = 1) (hB : Bᴴ * B = 1)
    (hQ : Q * B = A * diagonal fun k => (σ k : ℂ)) :
    (fromBlocks 0 Q Qᴴ 0).charpoly.roots =
      Finset.univ.val.map (Sum.elim (fun k => (σ k : ℂ)) (fun k => -(σ k : ℂ))) := by
  set S : Matrix m m ℂ := diagonal fun k => (σ k : ℂ) with hS
  have hSH : Sᴴ = S := by
    rw [hS, diagonal_conjTranspose]
    congr 1
    funext k
    simp
  have hBB : B * Bᴴ = 1 := mul_eq_one_comm.mp hB
  have hR : Qᴴ * A = B * S := by
    have h1 : Aᴴ * (Q * B) = S := by rw [hQ, ← Matrix.mul_assoc, hA, Matrix.one_mul]
    have h2 : Bᴴ * (Qᴴ * A) = S := by
      have h := congrArg conjTranspose h1
      rw [conjTranspose_mul, conjTranspose_mul, conjTranspose_conjTranspose, hSH,
        Matrix.mul_assoc] at h
      exact h
    rw [← h2, ← Matrix.mul_assoc, hBB, Matrix.one_mul]
  -- bonding and antibonding combinations diagonalise the Hamiltonian
  let V := fromBlocks A A B (-B)
  let W := fromBlocks ((1 / 2 : ℂ) • Aᴴ) ((1 / 2 : ℂ) • Bᴴ) ((1 / 2 : ℂ) • Aᴴ)
    (-((1 / 2 : ℂ) • Bᴴ))
  let D := fromBlocks S 0 0 (-S)
  have hWV : W * V = 1 := by
    simp only [W, V, fromBlocks_multiply, Matrix.smul_mul, Matrix.neg_mul, Matrix.mul_neg,
      hA, hB]
    rw [← fromBlocks_one]
    congr 1 <;> module
  have hVW : V * W = 1 := mul_eq_one_comm.mp hWV
  have hHV : fromBlocks 0 Q Qᴴ 0 * V = V * D := by
    simp only [V, D, fromBlocks_multiply, Matrix.zero_mul, Matrix.mul_zero, zero_add, add_zero,
      Matrix.mul_neg, Matrix.neg_mul, neg_neg, hQ, hR]
  have hD : D = diagonal (Sum.elim (fun k => (σ k : ℂ)) (fun k => -(σ k : ℂ))) := by
    simp only [D, hS]
    rw [Matrix.diagonal_neg, fromBlocks_diagonal]
    rfl
  have hc : (fromBlocks 0 Q Qᴴ 0).charpoly = D.charpoly := by
    calc (fromBlocks 0 Q Qᴴ 0).charpoly = (V * (D * W)).charpoly := by
          rw [← Matrix.mul_assoc, ← hHV, Matrix.mul_assoc, hVW, Matrix.mul_one]
      _ = (D * W * V).charpoly := Matrix.charpoly_mul_comm _ _
      _ = D.charpoly := by rw [Matrix.mul_assoc, hWV, Matrix.mul_one]
  rw [hc, hD, diagonal_levels]

end

end PeierlsRing
```

Messages:

```
Main.lean:58:48: error: unsolved goals
m : Type u_1
inst✝¹ : Fintype m
inst✝ : DecidableEq m
Q A B : Matrix m m ℂ
σ : m → ℝ
hA : Aᴴ * A = 1
hB : Bᴴ * B = 1
S : Matrix m m ℂ := diagonal fun k => ↑(σ k)
hQ : Q * B = A * S
hS : S = diagonal fun k => ↑(σ k)
hSH : Sᴴ = S
hBB : B * Bᴴ = 1
hR : Qᴴ * A = B * S
V : Matrix (m ⊕ m) (m ⊕ m) ℂ := fromBlocks A A B (-B)
W : Matrix (m ⊕ m) (m ⊕ m) ℂ := fromBlocks ((1 / 2) • Aᴴ) ((1 / 2) • Bᴴ) ((1 / 2) • Aᴴ) (-((1 / 2) • Bᴴ))
D : Matrix (m ⊕ m) (m ⊕ m) ℂ := fromBlocks S 0 0 (-S)
hWV : W * V = 1
hVW : V * W = 1
⊢ fromBlocks (A * S) (-(A * S)) (B * S) (B * S + -0) = fromBlocks (A * S) (-(A * S)) (B * S) (B * S)
Main.lean:64:4: error: No goals to be solved
```

Cause. The first error is in `hHV`, which says that the Hamiltonian times `V` equals `V * D`. The two sides left by `simp only` differ only in the lower right block, where the left has `B * S + -0` and the right has `B * S`. The `-0` comes from the product `0 * -B` in the block multiplication: `Matrix.mul_neg` moved the sign outside, giving `-(0 * B)`, and `Matrix.zero_mul` then left `-0`. Since `simp only` uses just the lemmas it is given, and none of these turns `-0` into `0`, `add_zero` could not apply. Adding `neg_zero` supplies the missing step, after which the two sides agree.

The second error, "No goals to be solved", is at the `rfl` that ends `hD`. After its rewrites `rw` tries to close the goal by reflexivity, and here it succeeded, so the explicit `rfl` had nothing left to prove. Lean treats that as an error, and deleting the line cures it.

The change, after which it compiles:

```diff
@@ -58,9 +58,8 @@
   have hHV : fromBlocks 0 Q Qᴴ 0 * V = V * D := by
     simp only [V, D, fromBlocks_multiply, Matrix.zero_mul, Matrix.mul_zero, zero_add, add_zero,
-      Matrix.mul_neg, Matrix.neg_mul, neg_neg, hQ, hR]
+      Matrix.mul_neg, Matrix.neg_mul, neg_neg, neg_zero, hQ, hR]
   have hD : D = diagonal (Sum.elim (fun k => (σ k : ℂ)) (fun k => -(σ k : ℂ))) := by
     simp only [D, hS]
     rw [Matrix.diagonal_neg, fromBlocks_diagonal]
-    rfl
   have hc : (fromBlocks 0 Q Qᴴ 0).charpoly = D.charpoly := by
     calc (fromBlocks 0 Q Qᴴ 0).charpoly = (V * (D * W)).charpoly := by
```
